# A sector of N electrons in n spin orbitals embeds isometrically in q qubits exactly when C(n, N) ≤ 2^q

With n spin orbitals and exactly N electrons, the basis configurations are the sets of N occupied orbitals, and there are C(n, N) of them. The theorem says that a complex matrix V with V†V = 1 from this sector to the state space of q qubits exists if and only if C(n, N) ≤ 2^q. It concerns dimensions only: no Hamiltonian enters, and nothing is said about how operators are encoded. For the forward direction, the attempt shows that an isometry is injective and compares dimensions; for the converse, it assigns distinct bit strings to the configurations and takes the 0/1 matrix that sends each configuration to its string.

An attempt in Lean 4 with a fault in it:

```lean
import Mathlib

open Matrix

namespace ExistsEncodingIff

/-- The configurations of `N` electrons in `n` spin orbitals: sets of `N` occupied orbitals. -/
abbrev Config (n N : ℕ) := {s : Finset (Fin n) // s.card = N}

/-- A matrix `V` from the `N`-electron sector of `n` orbitals to the state space of `q` qubits
is an encoding if it is an isometry, `V† V = 1`. -/
def IsEncoding {n N q : ℕ} (V : Matrix (Fin q → Bool) (Config n N) ℂ) : Prop :=
  Vᴴ * V = 1

/-- The sector of `N` electrons in `n` orbitals can be encoded isometrically in `q` qubits
if and only if its dimension `C(n, N)` is at most `2 ^ q`. -/
theorem exists_encoding_iff (n N q : ℕ) :
    (∃ V : Matrix (Fin q → Bool) (Config n N) ℂ, IsEncoding V) ↔ n.choose N ≤ 2 ^ q := by
  have hc : Fintype.card (Config n N) = n.choose N := by simp [Config]
  have hb : Fintype.card (Fin q → Bool) = 2 ^ q := by simp
  constructor
  · rintro ⟨V, hV⟩
    have hV' : Vᴴ * V = 1 := hV
    -- an isometry is injective, so it cannot lower the dimension
    have hinj : Function.Injective V.mulVecLin := by
      intro x y hxy
      have h := congrArg (fun z => Vᴴ *ᵥ z) hxy
      simp only [Matrix.mulVecLin_apply, Matrix.mulVec_mulVec, hV', Matrix.one_mulVec] at h
      exact h
    have h := LinearMap.finrank_le_finrank_of_injective hinj
    rw [Module.finrank_fintype_fun_eq_card, Module.finrank_fintype_fun_eq_card, hc, hb] at h
    exact h
  · intro h
    -- label the configurations by distinct bit strings
    obtain ⟨e⟩ : Nonempty (Config n N ↪ (Fin q → Bool)) :=
      Function.Embedding.nonempty_of_card_le (by rw [hc, hb]; exact h)
    refine ⟨fun b s => if b = e s then 1 else 0, ?_⟩
    unfold IsEncoding
    ext s t
    rw [Matrix.mul_apply, Finset.sum_eq_single (e s)]
    · simp [Matrix.conjTranspose_apply, Matrix.one_apply]
    · intro b _ hb'
      simp [Matrix.conjTranspose_apply, hb']
    · simp

end ExistsEncodingIff
```

The error:

```
Main.lean:40:8: error: Tactic `rewrite` failed: Did not find an occurrence of the pattern
  (?m.190 * ?m.191) ?m.192 ?m.193
in the target expression
  ((fun b s => if b = e s then 1 else 0)ᴴ * fun b s => if b = e s then 1 else 0) s t = 1 s t

case mpr
n N q : ℕ
hc : Fintype.card (Config n N) = n.choose N
hb : Fintype.card (Fin q → Bool) = 2 ^ q
h : n.choose N ≤ 2 ^ q
e : Config n N ↪ Fin q → Bool
s t : Config n N
⊢ ((fun b s => if b = e s then 1 else 0)ᴴ * fun b s => if b = e s then 1 else 0) s t = 1 s t

Note: The target expression is not type-correct under the `implicit` transparency level, which may have triggered the failure. This is usually caused by unfolding of semireducible definitions in prior tactic steps. Use `set_option linter.tacticCheckInstances true` to investigate the source of the issue.
Full error:
  Application type mismatch: The argument
    fun b s => if b = e s then 1 else 0
  has type
    (Fin q → Bool) → Config n N → ℂ
  but is expected to have type
    Matrix (Fin q → Bool) (Config n N) ℂ
  in the application
    (fun b s => if b = e s then 1 else 0)ᴴ
```

What went wrong. The error is in the converse, where `rw [Matrix.mul_apply]` has to turn an entry of the product V†V into a sum. The goal displays such an entry, yet Lean reports that it finds no match for the pattern. Its note points to the reason: V was given as a bare `fun b s => ...`, whose type is `(Fin q → Bool) → Config n N → ℂ`, where a `Matrix` is expected. The two types are equal by definition, so `refine` accepted the function, but seeing this requires unfolding `Matrix`, which is not done at the `implicit` transparency level named in the note. The target is therefore not type-correct at that level, and the rewrite fails.

Wrapping the function in `Matrix.of` gives the same entries as a term whose type is `Matrix`, so `Matrix.mul_apply` now applies. The lemma `Matrix.of_apply`, added to two `simp` calls, reads an entry of the wrapped matrix as the value of the function. It is already a `simp` lemma, so naming it there is mere tidying.

The mended proof, as a diff:

```diff
@@ -35,11 +35,11 @@
     obtain ⟨e⟩ : Nonempty (Config n N ↪ (Fin q → Bool)) :=
       Function.Embedding.nonempty_of_card_le (by rw [hc, hb]; exact h)
-    refine ⟨fun b s => if b = e s then 1 else 0, ?_⟩
+    refine ⟨Matrix.of fun b s => if b = e s then 1 else 0, ?_⟩
     unfold IsEncoding
     ext s t
     rw [Matrix.mul_apply, Finset.sum_eq_single (e s)]
-    · simp [Matrix.conjTranspose_apply, Matrix.one_apply]
+    · simp [Matrix.conjTranspose_apply, Matrix.of_apply, Matrix.one_apply]
     · intro b _ hb'
-      simp [Matrix.conjTranspose_apply, hb']
+      simp [Matrix.conjTranspose_apply, Matrix.of_apply, hb']
     · simp
 
```
